# A chemical potential window exists exactly when no decomposition into finitely many competing phases lowers the energy

The chemical potentials of the elements can be chosen so that a compound is in equilibrium with the reservoirs and no listed competitor is favoured to form, exactly when no mixture of those competitors with the same overall composition has lower energy. This holds for a finite list of phases, each with a fixed energy and a fixed composition that contains at least one atom. The first condition refers to the reservoirs, the second only to the energies and compositions of the phases.

Let $c$ be the composition of the compound, with $c_i\ge 0$ atoms of element $i$ per formula unit, and $H$ its energy per formula unit. Competitor $j$ has composition $p_j$ and energy $E_j$. The chemical potential $\mu_i$ is the energy per atom at which a reservoir supplies element $i$. The claim is

$$\exists\mu:\ \mu\cdot c=H,\ \ \mu\cdot p_j\le E_j\ \forall j
\iff
\sum_j w_jE_j\ge H\ \text{ whenever } w_j\ge0,\ \sum_j w_jp_j=c .$$

In electronic-structure work, the left side supplies the chemical potentials used in defect formation energies and the right side is a convex-hull test, here for fixed energies and a finite list. That the list contains every phase relevant to the real material, the pure elements included, is a physical judgement which the hypotheses do not supply.

## Elements, phases and the window

The finite types `ι` and `J` label elements and competitors. Compositions and potentials are real functions on `ι`, so amounts need not be integers.

```lean
import Mathlib

open Matrix

namespace ChemicalPotentialWindow

noncomputable section

variable {ι J : Type*} [Fintype ι] [Fintype J]
```

The number of atoms in a formula unit is $N(x)=\sum_i x_i$.

```lean
/-- The total number of atoms in a formula unit of composition `x`. -/
def atoms (x : ι → ℝ) : ℝ := ∑ i, x i
```

Taking the atoms of phase $j$ from the reservoirs costs $\mu\cdot p_j$, so the phase is not favoured if $\mu\cdot p_j\le E_j$. Equilibrium with the compound itself requires $\mu\cdot c=H$. The window is the set of $\mu$ satisfying both conditions. Within the plane $\mu\cdot c=H$ it includes its boundary, where a competitor coexists with the compound, and it may be a single point. In Lean, `⬝ᵥ` is the dot product, and all energies must share one reference.

```lean
/-- The stability window of a phase with composition `c` and energy `H`: the chemical potentials
at which it is in equilibrium and no competitor `p j` of energy `E j` is favoured to form. -/
def window (c : ι → ℝ) (H : ℝ) (p : J → ι → ℝ) (E : J → ℝ) : Set (ι → ℝ) :=
  {μ | μ ⬝ᵥ c = H ∧ ∀ j, μ ⬝ᵥ p j ≤ E j}
```

If $x\ge0$ entrywise and $x\neq0$, some entry is positive and none is negative, so $N(x)>0$.

```lean
/-- A nonzero composition with nonnegative entries contains a positive number of atoms. -/
theorem atoms_pos {x : ι → ℝ} (hx : 0 ≤ x) (hx0 : x ≠ 0) : 0 < atoms x := by
  obtain ⟨i, hi⟩ := Function.ne_iff.mp hx0
  exact Finset.sum_pos' (fun i _ => hx i)
    ⟨i, Finset.mem_univ i, lt_of_le_of_ne (hx i) (Ne.symm hi)⟩
```

## Farkas' lemma by projection

Given vectors $a_j$ and $b$, either $b=\sum_j w_ja_j$ with $w_j\ge0$, or some $y$ has $y\cdot a_j\ge0$ for all $j$ and $y\cdot b<0$. The proof is by induction on the number of vectors. With none, either $b=0$ or $y=-b$ works.

Now add $a_k$. If $b$ is already a combination of the old vectors, give $a_k$ weight zero. Otherwise the induction hypothesis gives a $y$ that separates $b$ from the old vectors. If $y\cdot a_k\ge0$, it still works. If $y\cdot a_k<0$, project along $a_k$:

$$Px=x-\frac{y\cdot x}{y\cdot a_k}\,a_k,\qquad Pa_k=0,$$

and apply the induction hypothesis to the $Pa_j$ and $Pb$. If $Pb=\sum_j w_jPa_j$, then

$$b=\sum_j w_ja_j+t\,a_k,\qquad t=\frac{y\cdot b}{y\cdot a_k}-\sum_j w_j\frac{y\cdot a_j}{y\cdot a_k}\ge0,$$

because the first ratio is positive and those in the sum are at most zero. If instead $z$ separates the projected vectors, put $y'=z-\frac{z\cdot a_k}{y\cdot a_k}\,y$. Then $y'\cdot x=z\cdot Px$ for every $x$, so $y'$ separates the original vectors and $y'\cdot a_k=0$.

In the code, `extend` attaches the weight of the new vector, and `key` is the identity $y'\cdot x=z\cdot Px$.

```lean
/-- Farkas' lemma: a vector `b` is a nonnegative combination of finitely many vectors `a j`,
or some `y` has nonnegative product with every `a j` and negative product with `b`. -/
theorem farkas {κ K : Type*} [Fintype κ] (s : Finset K) (a : K → κ → ℝ) (b : κ → ℝ) :
    (∃ w : K → ℝ, (∀ j, 0 ≤ w j) ∧ ∑ j ∈ s, w j • a j = b) ∨
      ∃ y : κ → ℝ, (∀ j ∈ s, 0 ≤ y ⬝ᵥ a j) ∧ y ⬝ᵥ b < 0 := by
  classical
  induction s using Finset.induction_on generalizing a b with
  | empty =>
    by_cases hb : b = 0
    · exact Or.inl ⟨0, fun _ => le_rfl, by simp [hb]⟩
    · refine Or.inr ⟨-b, by simp, ?_⟩
      have h0 : 0 ≤ b ⬝ᵥ b := Finset.sum_nonneg fun i _ => mul_self_nonneg (b i)
      have h1 : b ⬝ᵥ b ≠ 0 := fun h => hb (dotProduct_self_eq_zero.mp h)
      have h2 := lt_of_le_of_ne h0 h1.symm
      rw [neg_dotProduct]
      linarith
  | insert k s hk ih =>
    have extend : ∀ (w : K → ℝ) (t : ℝ), (∀ j, 0 ≤ w j) → 0 ≤ t →
        t • a k + ∑ j ∈ s, w j • a j = b →
        ∃ w' : K → ℝ, (∀ j, 0 ≤ w' j) ∧ ∑ j ∈ insert k s, w' j • a j = b := by
      intro w t hw ht h
      refine ⟨fun j => if j = k then t else w j, fun j => ?_, ?_⟩
      · dsimp only
        split_ifs
        exacts [ht, hw j]
      · rw [Finset.sum_insert hk, ← h]
        congr 1
        · simp
        · refine Finset.sum_congr rfl fun j hj => ?_
          have hjk : j ≠ k := by
            rintro rfl
            exact hk hj
          simp [hjk]
    rcases ih a b with ⟨w, hw, h⟩ | ⟨y, hy, hyb⟩
    · exact Or.inl (extend w 0 hw le_rfl (by simpa using h))
    by_cases hk0 : 0 ≤ y ⬝ᵥ a k
    · refine Or.inr ⟨y, fun j hj => ?_, hyb⟩
      rcases Finset.mem_insert.mp hj with e | hj
      · rw [e]
        exact hk0
      · exact hy j hj
    have hneg : y ⬝ᵥ a k < 0 := not_le.mp hk0
    -- project everything along the new generator onto the plane orthogonal to `y`
    rcases ih (fun j => a j - ((y ⬝ᵥ a j) / (y ⬝ᵥ a k)) • a k)
        (b - ((y ⬝ᵥ b) / (y ⬝ᵥ a k)) • a k) with ⟨w, hw, h⟩ | ⟨z, hz, hzb⟩
    · refine Or.inl (extend w ((y ⬝ᵥ b) / (y ⬝ᵥ a k)
        - ∑ j ∈ s, w j * ((y ⬝ᵥ a j) / (y ⬝ᵥ a k))) hw ?_ ?_)
      · have h1 : 0 ≤ (y ⬝ᵥ b) / (y ⬝ᵥ a k) := div_nonneg_of_nonpos hyb.le hneg.le
        have h2 : ∑ j ∈ s, w j * ((y ⬝ᵥ a j) / (y ⬝ᵥ a k)) ≤ 0 :=
          Finset.sum_nonpos fun j hj => mul_nonpos_iff.mpr
            (Or.inl ⟨hw j, div_nonpos_of_nonneg_of_nonpos (hy j hj) hneg.le⟩)
        linarith
      · simp only [smul_sub, Finset.sum_sub_distrib, smul_smul, ← Finset.sum_smul] at h
        linear_combination (norm := module) h
    · have key : ∀ x, (z - ((z ⬝ᵥ a k) / (y ⬝ᵥ a k)) • y) ⬝ᵥ x
          = z ⬝ᵥ (x - ((y ⬝ᵥ x) / (y ⬝ᵥ a k)) • a k) := by
        intro x
        simp only [sub_dotProduct, dotProduct_sub, smul_dotProduct, dotProduct_smul, smul_eq_mul]
        ring
      refine Or.inr ⟨z - ((z ⬝ᵥ a k) / (y ⬝ᵥ a k)) • y, fun j hj => ?_, (key b).trans_lt hzb⟩
      rw [key]
      rcases Finset.mem_insert.mp hj with e | hj
      · simp [e, div_self hneg.ne]
      · exact hz j hj
```

## Lowering all potentials equally

Suppose $\mu$ respects every competitor but gives $\mu\cdot c\ge H$. Subtract $s=(\mu\cdot c-H)/N(c)\ge0$ from every component to obtain $\mu'$. Since $\mu'\cdot x=\mu\cdot x-sN(x)$,

$$\mu'\cdot c=H,\qquad \mu'\cdot p_j=\mu\cdot p_j-sN(p_j)\le E_j .$$

The identity for $\mu'\cdot x$ is `key`; the two conditions of the window then follow separately.

```lean
omit [Fintype J] in
/-- If a potential respects all competitors and values the nonzero phase `c` at `H` or more, then
the window of `c` at energy `H` is nonempty; all compositions have nonnegative entries. -/
theorem window_nonempty_of_le {c μ : ι → ℝ} {H : ℝ} {p : J → ι → ℝ} {E : J → ℝ}
    (hc : 0 ≤ c) (hc0 : c ≠ 0) (hp : ∀ j, 0 ≤ p j)
    (hH : H ≤ μ ⬝ᵥ c) (hE : ∀ j, μ ⬝ᵥ p j ≤ E j) : (window c H p E).Nonempty := by
  have hN := atoms_pos hc hc0
  -- lower the potentials of all elements by the same amount
  have key : ∀ (s : ℝ) (x : ι → ℝ), (fun i => μ i - s) ⬝ᵥ x = μ ⬝ᵥ x - s * atoms x := by
    intro s x
    simp only [dotProduct, atoms, sub_mul, Finset.sum_sub_distrib, Finset.mul_sum]
  refine ⟨fun i => μ i - (μ ⬝ᵥ c - H) / atoms c, And.intro ?_ fun j => ?_⟩
  · rw [key, div_mul_cancel₀ _ hN.ne']
    ring
  · rw [key]
    have h1 : 0 ≤ (μ ⬝ᵥ c - H) / atoms c := div_nonneg (sub_nonneg.mpr hH) hN.le
    have h2 : 0 ≤ atoms (p j) := Finset.sum_nonneg fun i _ => hp j i
    linarith [mul_nonneg h1 h2, hE j]
```

## Equivalence with the decomposition test

If $\mu$ lies in the window and $\sum_j w_jp_j=c$ with $w_j\ge0$, then

$$\sum_j w_jE_j\ge\sum_j w_j\,\mu\cdot p_j=\mu\cdot c=H .$$

For the converse, apply Farkas' lemma to the vectors $(p_j,E_j)$ and $(-c,-H)$, with target $(0,-1)$. If the target is a combination with weights $w_j$ and $t$, then

$$\sum_j w_jp_j=t\,c,\qquad \sum_j w_jE_j=tH-1 .$$

- For $t=0$, a sum of nonnegative compositions vanishes. Each $p_j$ has a positive entry, so every $w_j=0$, and the energy equation reads $0=-1$.
- For $t>0$, the weights $w_j/t$ decompose $c$ at energy $H-1/t<H$, against the assumption.

So there is a separating vector $(y,\eta)$ with

$$\eta>0,\qquad y\cdot p_j+\eta E_j\ge0,\qquad -y\cdot c-\eta H\ge0 .$$

Then $\mu=-y/\eta$ satisfies $\mu\cdot p_j\le E_j$ and $\mu\cdot c\ge H$, and lowering it as above gives a point of the window.

The theorem writes the left side as `(window c H p E).Nonempty`. The hypotheses `0 ≤ c` and `0 ≤ p j` are entrywise. In the proof, `Option` adds one entry to each index set: `y none` is $\eta$ and `w none` is $t$.

```lean
/-- For nonzero compositions with nonnegative entries, a phase has a chemical potential window
exactly when no decomposition into the competing phases has lower energy. -/
theorem window_nonempty_iff {c : ι → ℝ} {H : ℝ} {p : J → ι → ℝ} {E : J → ℝ}
    (hc : 0 ≤ c) (hc0 : c ≠ 0) (hp : ∀ j, 0 ≤ p j) (hp0 : ∀ j, p j ≠ 0) :
    (window c H p E).Nonempty ↔
      ∀ w : J → ℝ, (∀ j, 0 ≤ w j) → ∑ j, w j • p j = c → H ≤ ∑ j, w j * E j := by
  constructor
  · rintro ⟨μ, hμ, hE⟩ w hw h
    have hlin : ∑ j, w j * (μ ⬝ᵥ p j) = μ ⬝ᵥ ∑ j, w j • p j := by
      simp only [dotProduct, Finset.sum_apply, Pi.smul_apply, smul_eq_mul, Finset.mul_sum]
      rw [Finset.sum_comm]
      exact Finset.sum_congr rfl fun i _ => Finset.sum_congr rfl fun j _ => by ring
    rw [← hμ, ← h, ← hlin]
    exact Finset.sum_le_sum fun j _ => mul_le_mul_of_nonneg_left (hE j) (hw j)
  · intro h
    -- the extra coordinate `none` carries the energy, the extra generator is `(-c, -H)`
    rcases farkas Finset.univ
        (fun (o : Option J) (k : Option ι) => o.elim (k.elim (-H) (fun i => -c i))
          (fun j => k.elim (E j) (p j)))
        (fun k : Option ι => k.elim (-1) (fun _ => 0)) with ⟨w, hw, hs⟩ | ⟨y, hy, hyb⟩
    · exfalso
      have hen : -(w none * H) + ∑ j, w (some j) * E j = -1 := by
        simpa [Fintype.sum_option] using congrFun hs none
      have hcomp : ∀ i, -(w none * c i) + ∑ j, w (some j) * p j i = 0 := by
        intro i
        simpa [Fintype.sum_option] using congrFun hs (some i)
      rcases (hw none).eq_or_lt with h0 | ht
      · -- phases that contain atoms cannot add up to nothing
        have hz : ∀ j, w (some j) = 0 := by
          intro j
          obtain ⟨i, hi⟩ := Function.ne_iff.mp (hp0 j)
          have hsum : ∑ j, w (some j) * p j i = 0 := by
            have h1 := hcomp i
            rw [← h0] at h1
            linarith
          have h2 := (Finset.sum_eq_zero_iff_of_nonneg
            (fun j _ => mul_nonneg (hw (some j)) (hp j i))).mp hsum j (Finset.mem_univ j)
          exact (mul_eq_zero.mp h2).resolve_right hi
        simp [hz, ← h0] at hen
      · -- rescaling gives a decomposition of `c` that is too cheap
        have h1 := h (fun j => w (some j) / w none) (fun j => div_nonneg (hw _) ht.le) (by
          ext i
          simp only [Finset.sum_apply, Pi.smul_apply, smul_eq_mul, div_mul_eq_mul_div,
            ← Finset.sum_div]
          rw [div_eq_iff ht.ne']
          linarith [hcomp i])
        simp only [div_mul_eq_mul_div, ← Finset.sum_div] at h1
        rw [le_div_iff₀ ht] at h1
        linarith
    · have hη : 0 < y none := by
        simpa [dotProduct, Fintype.sum_option] using hyb
      have h1 := hy none (Finset.mem_univ _)
      have h2 := fun j => hy (some j) (Finset.mem_univ _)
      simp only [dotProduct, Fintype.sum_option, Option.elim, mul_neg,
        Finset.sum_neg_distrib] at h1 h2
      have key : ∀ x : ι → ℝ, (fun i => -y (some i) / y none) ⬝ᵥ x
          = -(∑ i, y (some i) * x i) / y none := by
        intro x
        simp only [dotProduct, neg_div, neg_mul, Finset.sum_neg_distrib, div_mul_eq_mul_div,
          ← Finset.sum_div]
      refine window_nonempty_of_le (μ := fun i => -y (some i) / y none) hc hc0 hp ?_ fun j => ?_
      · rw [key, le_div_iff₀ hη]
        linarith
      · rw [key, div_le_iff₀ hη]
        linarith [h2 j]
```

## A margin per atom

Let $\delta$ be an energy per atom by which every competitor is to be kept from forming. Replace $E_j$ by $E_j-\delta N(p_j)$ in the equivalence. A decomposition conserves atoms, $\sum_j w_jN(p_j)=N(c)$, so its cost changes by $-\delta N(c)$. The margin is therefore available exactly when every decomposition costs at least $H+\delta N(c)$. The theorem allows either sign of $\delta$; a negative value is a tolerance.

```lean
/-- For nonzero compositions with nonnegative entries, some equilibrium potential keeps a margin
`δ` per atom against every competitor exactly when every decomposition of `c` costs at least
`δ` per atom more than `H`. -/
theorem margin_iff {c : ι → ℝ} {H : ℝ} {p : J → ι → ℝ} {E : J → ℝ} (δ : ℝ)
    (hc : 0 ≤ c) (hc0 : c ≠ 0) (hp : ∀ j, 0 ≤ p j) (hp0 : ∀ j, p j ≠ 0) :
    (∃ μ : ι → ℝ, μ ⬝ᵥ c = H ∧ ∀ j, μ ⬝ᵥ p j + δ * atoms (p j) ≤ E j) ↔
      ∀ w : J → ℝ, (∀ j, 0 ≤ w j) → ∑ j, w j • p j = c →
        H + δ * atoms c ≤ ∑ j, w j * E j := by
  have base := window_nonempty_iff (H := H) (E := fun j => E j - δ * atoms (p j)) hc hc0 hp hp0
  -- atoms are conserved, so the margins add up to `δ * atoms c`
  have key : ∀ w : J → ℝ, ∑ j, w j • p j = c →
      ∑ j, w j * (E j - δ * atoms (p j)) = ∑ j, w j * E j - δ * atoms c := by
    intro w h
    have ha : atoms c = ∑ j, w j * atoms (p j) := by
      rw [← h]
      simp only [atoms, Finset.sum_apply, Pi.smul_apply, smul_eq_mul, Finset.mul_sum]
      exact Finset.sum_comm
    rw [ha, Finset.mul_sum, ← Finset.sum_sub_distrib]
    exact Finset.sum_congr rfl fun j _ => by ring
  constructor
  · rintro ⟨μ, h1, h2⟩ w hw h
    have h3 := (base.mp ⟨μ, And.intro h1 fun j => le_sub_iff_add_le.mpr (h2 j)⟩ w hw h).trans_eq
      (key w h)
    linarith
  · intro h
    obtain ⟨μ, h1, h2⟩ := base.mpr fun w hw hs =>
      (le_sub_iff_add_le.mpr (h w hw hs)).trans_eq (key w hs).symm
    exact ⟨μ, h1, fun j => le_sub_iff_add_le.mp (h2 j)⟩
```

## A competitor without atoms

The equivalence can fail if a competitor with zero composition has negative energy. Take one element, $c=1$, $H=0$, $p=0$ and $E=-1$. No weight satisfies $w\cdot0=1$, so the decomposition test holds vacuously. The window would require $\mu\cdot0\le-1$, which no $\mu$ satisfies. A phase without atoms is not a physical material; the example is a purely mathematical test of the hypothesis.

```lean
/-- With a competitor of zero composition and energy `-1`, a one-element phase of energy `0`
passes the decomposition test and yet has an empty window. -/
theorem zero_composition_counterexample :
    (∀ w : Fin 1 → ℝ, (∀ j, 0 ≤ w j) → ∑ j, w j • (0 : Fin 1 → ℝ) = 1 →
      0 ≤ ∑ j, w j * (-1 : ℝ)) ∧
    ¬ (window (1 : Fin 1 → ℝ) 0 (fun _ : Fin 1 => 0) (fun _ => -1)).Nonempty := by
  constructor
  · intro w _ h
    have h1 := congrFun h 0
    simp at h1
  · rintro ⟨μ, _, h⟩
    have h1 := h 0
    norm_num [dotProduct_zero] at h1

end

end ChemicalPotentialWindow
```

```lean
#print axioms ChemicalPotentialWindow.window_nonempty_iff
-- 'ChemicalPotentialWindow.window_nonempty_iff' depends on axioms: [propext, Classical.choice, Quot.sound]
#print axioms ChemicalPotentialWindow.margin_iff
-- 'ChemicalPotentialWindow.margin_iff' depends on axioms: [propext, Classical.choice, Quot.sound]
#print axioms ChemicalPotentialWindow.zero_composition_counterexample
-- 'ChemicalPotentialWindow.zero_composition_counterexample' depends on axioms: [propext, Classical.choice, Quot.sound]
```
